# If an energy exactly quadratic in the displacement gradient is rotation-invariant, its parts quadratic and linear in the deformation are separately invariant

The lemma concerns an energy `q` that is exactly a quadratic form in the displacement gradient `F - 1`, where `F` is a real square matrix of finite size; `q` is not assumed to be positive. The hypothesis is that `q (Q * F - 1) = q (F - 1)` for every rotation `Q`, however large, and every `F` of positive determinant. The conclusion is that, for such `Q` and `F`, both `q F` and the polar term `QuadraticMap.polar q F 1`, which is linear in `F`, keep their values when `F` is replaced by `Q * F`. The attempt expands `q (t • X - 1)` in powers of the number `t`, applies the hypothesis to `F` and to `2 F`, and solves the two resulting linear equations for the two parts.

The failing Lean file:

```lean
import Mathlib

open Matrix

namespace PartsInvariant

variable {n : Type*} [Fintype n] [DecidableEq n]

/-- A rotation: an orthogonal matrix of determinant one. -/
def IsRotation (Q : Matrix n n ℝ) : Prop := Qᵀ * Q = 1 ∧ Q.det = 1

/-- The energy `q`, quadratic in the displacement gradient `F - 1`, does not change when a
deformation `F` of positive determinant is followed by a rotation. -/
def RotationInvariant (q : QuadraticForm ℝ (Matrix n n ℝ)) : Prop :=
  ∀ Q F : Matrix n n ℝ, IsRotation Q → 0 < F.det → q (Q * F - 1) = q (F - 1)

/-- For a rotation-invariant energy, the purely quadratic part and the part linear in `F` are
separately unchanged when a rotation follows a deformation `F` of positive determinant. -/
theorem parts_invariant {q : QuadraticForm ℝ (Matrix n n ℝ)} (h : RotationInvariant q)
    {Q F : Matrix n n ℝ} (hQ : IsRotation Q) (hF : 0 < F.det) :
    q (Q * F) = q F ∧ QuadraticMap.polar q (Q * F) 1 = QuadraticMap.polar q F 1 := by
  have ex : ∀ (t : ℝ) (X : Matrix n n ℝ),
      q (t • X - 1) = t * t * q X - t * QuadraticMap.polar q X 1 + q 1 := by
    intro t X
    rw [sub_eq_add_neg, QuadraticMap.map_add, QuadraticMap.map_neg, QuadraticMap.map_smul,
      QuadraticMap.polar_neg_right, QuadraticMap.polar_smul_left, smul_eq_mul, smul_eq_mul]
    ring
  -- compare the deformations `F` and `2 F`
  have h1 := h Q ((1 : ℝ) • F) hQ (by rwa [one_smul])
  have h2 := h Q ((2 : ℝ) • F) hQ (by rw [Matrix.det_smul]; positivity)
  rw [Matrix.mul_smul, ex, ex] at h1 h2
  constructor <;> linarith

end PartsInvariant
```

Messages:

```
Main.lean:25:24: error: Invalid rewrite argument: The pattern to be substituted is a metavariable (`?f (?x + ?y)`) in this equality
  ?f (?x + ?y) = ?f ?x + ?f ?y + QuadraticMap.polar ?f ?x ?y
```

Diagnosis. The error comes from the second step of the `rw` in the expansion `ex`. `QuadraticMap.map_add` is stated for an arbitrary function `f`, not just for quadratic maps, and the attempt does not say which function is meant. The left-hand side that `rw` must look for is therefore `?f (?x + ?y)`, in which the function itself is unknown. Such a pattern has no fixed head to search by, and Lean rejects it as a metavariable. The identity itself is sound; only its use as a rewrite rule fails.

The repair states the same identity for `q` alone, as `hadd`. Its left-hand side is `q (A + B)`, so only `A` and `B` remain to be found, and `rw` can match it against the goal. To prove `hadd`, `unfold QuadraticMap.polar` replaces the polar term by its definition, `q (A + B) - q A - q B`, and `ring` closes the goal. With `hadd` in place of `QuadraticMap.map_add`, the remaining rewrites go through as they were written.

The mended proof, as a diff:

```diff
@@ -23,5 +23,9 @@
       q (t • X - 1) = t * t * q X - t * QuadraticMap.polar q X 1 + q 1 := by
     intro t X
-    rw [sub_eq_add_neg, QuadraticMap.map_add, QuadraticMap.map_neg, QuadraticMap.map_smul,
+    have hadd : ∀ A B : Matrix n n ℝ, q (A + B) = q A + q B + QuadraticMap.polar q A B := by
+      intro A B
+      unfold QuadraticMap.polar
+      ring
+    rw [sub_eq_add_neg, hadd, QuadraticMap.map_neg, QuadraticMap.map_smul,
       QuadraticMap.polar_neg_right, QuadraticMap.polar_smul_left, smul_eq_mul, smul_eq_mul]
     ring
```
